# Matching the low-temperature curvature of thermal damping at the amplitude-weighted mean inverse field never underestimates the mass

When a cyclotron mass is read from quantum oscillations averaged over a window of magnetic fields, replacing the window by one field requires a definition of the fitted mass. Here the effective field is the inverse of the weighted mean of $1/B$, taken with the same positive, temperature-independent weights as the amplitude, and the fitted mass is the one whose single-field thermal damping agrees with the window average through order $T^2$ as the temperature $T$ tends to zero.

```lean
import Mathlib

open Filter Topology

namespace QuantumOscillationWindowBias

noncomputable section

variable {ι : Type*} [Fintype ι]

/-- The thermal damping factor `R(X) = X / sinh X` of quantum oscillations, for `X ≠ 0`. -/
def thermalFactor (X : ℝ) : ℝ := X / Real.sinh X

/-- The oscillation amplitude at temperature `T ≠ 0` for carriers of mass `m ≠ 0`, averaged over
nonzero fields `B i` with weights `w i`; the constant `c ≠ 0` sets the units. -/
def windowAmplitude (w B : ι → ℝ) (c m T : ℝ) : ℝ :=
  ∑ i, w i * thermalFactor (c * m * T / B i)

/-- The effective field of a window, `1 / B_eff = ∑ w i / B i`, for nonzero fields `B i` and a
nonzero mean inverse field. -/
def effectiveField (w B : ι → ℝ) : ℝ := (∑ i, w i / B i)⁻¹

/-- The mass `M` is curvature-matched if the single-field amplitude with mass `M` at the effective
field agrees with the window amplitude up to terms smaller than `T ^ 2` as `T → 0+`. -/
def CurvatureMatched (w B : ι → ℝ) (c m M : ℝ) : Prop :=
  Tendsto (fun T => (windowAmplitude w B c m T
    - thermalFactor (c * M * T / effectiveField w B)) / T ^ 2) (𝓝[>] 0) (𝓝 0)

/-- For `0 < x ≤ 1`, `sinh x` differs from `x + x ^ 3 / 6` by at most `x ^ 4`. -/
theorem sinh_cubic_bound {x : ℝ} (h0 : 0 < x) (h1 : x ≤ 1) :
    |Real.sinh x - x - x ^ 3 / 6| ≤ x ^ 4 := by
  have hx : |x| ≤ 1 := by rwa [abs_of_pos h0]
  have hp := Real.exp_bound hx (n := 4) (by norm_num)
  have hn := Real.exp_bound (x := -x) (by rwa [abs_neg]) (n := 4) (by norm_num)
  norm_num [Finset.sum_range_succ, Nat.factorial, abs_of_pos h0] at hp hn
  rw [abs_le] at hp hn ⊢
  have h4 := pow_pos h0 4
  rw [Real.sinh_eq]
  constructor <;> linarith [hp.1, hp.2, hn.1, hn.2]

/-- The thermal damping factor falls off quadratically: `(1 - R(X)) / X ^ 2 → 1 / 6` as
`X → 0+`. -/
theorem thermalFactor_curvature :
    Tendsto (fun X => (1 - thermalFactor X) / X ^ 2) (𝓝[>] 0) (𝓝 (1 / 6)) := by
  have hid : Tendsto (fun X : ℝ => X) (𝓝[>] 0) (𝓝 0) :=
    tendsto_id.mono_left nhdsWithin_le_nhds
  -- the cubic coefficient of sinh
  have h3 : Tendsto (fun X : ℝ => (Real.sinh X - X) / X ^ 3) (𝓝[>] 0) (𝓝 (1 / 6)) := by
    rw [tendsto_iff_norm_sub_tendsto_zero]
    refine squeeze_zero' (Eventually.of_forall fun _ => norm_nonneg _) ?_ hid
    filter_upwards [Ioo_mem_nhdsGT (zero_lt_one' ℝ)] with X hX
    have hX3 : 0 < X ^ 3 := pow_pos hX.1 3
    have e : (Real.sinh X - X) / X ^ 3 - 1 / 6 = (Real.sinh X - X - X ^ 3 / 6) / X ^ 3 := by
      rw [eq_div_iff hX3.ne', sub_mul, div_mul_cancel₀ _ hX3.ne']
      ring
    rw [e, Real.norm_eq_abs, abs_div, abs_of_pos hX3, div_le_iff₀ hX3]
    calc _ ≤ X ^ 4 := sinh_cubic_bound hX.1 hX.2.le
      _ = X * X ^ 3 := by ring
  have h1 : Tendsto (fun X : ℝ => Real.sinh X / X) (𝓝[>] 0) (𝓝 1) := by
    have h := ((hid.pow 2).mul h3).const_add 1
    rw [show (1 : ℝ) + 0 ^ 2 * (1 / 6) = 1 by norm_num] at h
    refine h.congr' ?_
    filter_upwards [self_mem_nhdsWithin] with X hX
    have hX0 : X ≠ 0 := (Set.mem_Ioi.mp hX).ne'
    have e : X ^ 2 * ((Real.sinh X - X) / X ^ 3) = (Real.sinh X - X) / X := by field_simp
    rw [e, sub_div, div_self hX0]
    ring
  have h := h3.div h1 one_ne_zero
  rw [div_one] at h
  refine h.congr' ?_
  filter_upwards [self_mem_nhdsWithin] with X hX
  have hX0 : X ≠ 0 := (Set.mem_Ioi.mp hX).ne'
  have hs : Real.sinh X ≠ 0 := (Real.sinh_pos_iff.mpr hX).ne'
  simp only [thermalFactor, Pi.div_apply]
  field_simp

/-- For `k > 0`, the thermal damping factor obeys `(1 - R(k T)) / T ^ 2 → k ^ 2 / 6` as `T → 0+`. -/
theorem single_field_curvature {k : ℝ} (hk : 0 < k) :
    Tendsto (fun T => (1 - thermalFactor (k * T)) / T ^ 2) (𝓝[>] 0) (𝓝 (k ^ 2 / 6)) := by
  have hk0 : Tendsto (fun T : ℝ => k * T) (𝓝[>] 0) (𝓝[>] 0) := by
    refine tendsto_nhdsWithin_iff.mpr ⟨?_, ?_⟩
    · have h : Tendsto (fun T : ℝ => k * T) (𝓝 0) (𝓝 (k * 0)) :=
        (continuous_const.mul continuous_id).tendsto 0
      rw [mul_zero] at h
      exact h.mono_left nhdsWithin_le_nhds
    · filter_upwards [self_mem_nhdsWithin] with T hT
      exact mul_pos hk hT
  have h := (thermalFactor_curvature.comp hk0).const_mul (k ^ 2)
  rw [show k ^ 2 * (1 / 6) = k ^ 2 / 6 by ring] at h
  refine h.congr' ?_
  filter_upwards [self_mem_nhdsWithin] with T hT
  have hT0 : T ≠ 0 := (Set.mem_Ioi.mp hT).ne'
  simp only [Function.comp_apply]
  rw [mul_pow]
  field_simp

/-- For positive `c`, `m` and fields, and weights summing to one, the window amplitude obeys
`(1 - A(T)) / T ^ 2 → (c m) ^ 2 (∑ w i / B i ^ 2) / 6` as `T → 0+`. -/
theorem window_curvature {w B : ι → ℝ} {c m : ℝ} (hw1 : ∑ i, w i = 1)
    (hB : ∀ i, 0 < B i) (hc : 0 < c) (hm : 0 < m) :
    Tendsto (fun T => (1 - windowAmplitude w B c m T) / T ^ 2) (𝓝[>] 0)
      (𝓝 ((c * m) ^ 2 * (∑ i, w i / B i ^ 2) / 6)) := by
  have h : Tendsto (fun T => ∑ i, w i * ((1 - thermalFactor (c * m / B i * T)) / T ^ 2))
      (𝓝[>] 0) (𝓝 (∑ i, w i * ((c * m / B i) ^ 2 / 6))) :=
    tendsto_finsetSum _ fun i _ =>
      (single_field_curvature (div_pos (mul_pos hc hm) (hB i))).const_mul (w i)
  have e : (c * m) ^ 2 * (∑ i, w i / B i ^ 2) / 6 = ∑ i, w i * ((c * m / B i) ^ 2 / 6) := by
    rw [Finset.mul_sum, Finset.sum_div]
    exact Finset.sum_congr rfl fun i _ => by ring
  rw [e]
  refine h.congr fun T => ?_
  have harg : ∀ i, c * m / B i * T = c * m * T / B i := fun i => by ring
  simp only [windowAmplitude, harg, ← mul_div_assoc, ← Finset.sum_div, mul_sub, mul_one,
    Finset.sum_sub_distrib, hw1]

/-- The effective field is positive for positive fields and positive weights summing to one. -/
theorem effectiveField_pos {w B : ι → ℝ} (hw : ∀ i, 0 < w i) (hw1 : ∑ i, w i = 1)
    (hB : ∀ i, 0 < B i) : 0 < effectiveField w B := by
  have hne : (Finset.univ : Finset ι).Nonempty :=
    Finset.nonempty_of_sum_ne_zero (f := w) (by rw [hw1]; exact one_ne_zero)
  exact inv_pos.mpr (Finset.sum_pos (fun i _ => div_pos (hw i) (hB i)) hne)

/-- For positive `c`, masses and fields, and positive weights summing to one, `M` is
curvature-matched exactly when `M ^ 2 = m ^ 2 B_eff ^ 2 ∑ w i / B i ^ 2`. -/
theorem curvatureMatched_iff {w B : ι → ℝ} {c m M : ℝ} (hw : ∀ i, 0 < w i)
    (hw1 : ∑ i, w i = 1) (hB : ∀ i, 0 < B i) (hc : 0 < c) (hm : 0 < m) (hM : 0 < M) :
    CurvatureMatched w B c m M ↔
      M ^ 2 = m ^ 2 * (effectiveField w B ^ 2 * ∑ i, w i / B i ^ 2) := by
  have hE := effectiveField_pos hw hw1 hB
  have hwin := window_curvature hw1 hB hc hm
  unfold CurvatureMatched
  generalize effectiveField w B = E at *
  generalize ∑ i, w i / B i ^ 2 = S at *
  obtain ⟨r, hr⟩ : ∃ r, M = r * E := ⟨M / E, (div_mul_cancel₀ M hE.ne').symm⟩
  have hq : c * M / E = c * r := by
    rw [hr, ← mul_assoc, mul_div_cancel_right₀ _ hE.ne']
  -- the difference of the two curvatures
  have hlim : Tendsto (fun T => (windowAmplitude w B c m T
      - thermalFactor (c * M * T / E)) / T ^ 2) (𝓝[>] 0)
      (𝓝 (c ^ 2 / 6 * (r ^ 2 - m ^ 2 * S))) := by
    have h := (single_field_curvature (div_pos (mul_pos hc hM) hE)).sub hwin
    rw [hq, show (c * r) ^ 2 / 6 - (c * m) ^ 2 * S / 6
      = c ^ 2 / 6 * (r ^ 2 - m ^ 2 * S) by ring] at h
    refine h.congr fun T => ?_
    rw [show c * M * T / E = c * r * T by rw [← hq]; ring]
    ring
  constructor
  · intro h
    have h0 := (mul_eq_zero.mp (tendsto_nhds_unique hlim h)).resolve_left (by positivity)
    rw [hr]
    linear_combination E ^ 2 * h0
  · intro h
    rw [hr] at h
    have h0 : E ^ 2 * (r ^ 2 - m ^ 2 * S) = 0 := by linear_combination h
    rw [(mul_eq_zero.mp h0).resolve_left (by positivity), mul_zero] at hlim
    exact hlim

/-- For positive `c`, masses and fields, and positive weights summing to one, a curvature-matched
mass `M` satisfies `M ^ 2 = m ^ 2 (1 + v)`, where `v` is the relative variance of the inverse field.
-/
theorem matched_mass_variance {w B : ι → ℝ} {c m M : ℝ} (hw : ∀ i, 0 < w i)
    (hw1 : ∑ i, w i = 1) (hB : ∀ i, 0 < B i) (hc : 0 < c) (hm : 0 < m) (hM : 0 < M)
    (h : CurvatureMatched w B c m M) :
    M ^ 2 = m ^ 2 * (1 + effectiveField w B ^ 2 *
      ∑ i, w i * (1 / B i - 1 / effectiveField w B) ^ 2) := by
  have hE := effectiveField_pos hw hw1 hB
  have hk : ∑ i, w i / B i = 1 / effectiveField w B := by
    rw [effectiveField, one_div, inv_inv]
  rw [(curvatureMatched_iff hw hw1 hB hc hm hM).mp h]
  have hEk : effectiveField w B * (1 / effectiveField w B) = 1 := mul_one_div_cancel hE.ne'
  generalize 1 / effectiveField w B = k at *
  -- variance = mean square minus squared mean
  have hV : ∑ i, w i * (1 / B i - k) ^ 2 = ∑ i, w i / B i ^ 2 - k ^ 2 := by
    calc _ = ∑ i, (w i / B i ^ 2 - 2 * k * (w i / B i) + k ^ 2 * w i) :=
          Finset.sum_congr rfl fun i _ => by ring
      _ = ∑ i, w i / B i ^ 2 - 2 * k * k + k ^ 2 * 1 := by
          rw [Finset.sum_add_distrib, Finset.sum_sub_distrib, ← Finset.mul_sum,
            ← Finset.mul_sum, hk, hw1]
      _ = _ := by ring
  rw [hV]
  linear_combination m ^ 2 * (effectiveField w B * k + 1) * hEk

/-- Window bias: for positive `c`, masses and fields, and positive weights summing to one, a
curvature-matched mass is at least `m`, and equals `m` exactly when all fields are equal. -/
theorem window_mass_bias {w B : ι → ℝ} {c m M : ℝ} (hw : ∀ i, 0 < w i)
    (hw1 : ∑ i, w i = 1) (hB : ∀ i, 0 < B i) (hc : 0 < c) (hm : 0 < m) (hM : 0 < M)
    (h : CurvatureMatched w B c m M) :
    m ≤ M ∧ (M = m ↔ ∀ i j, B i = B j) := by
  have hE := effectiveField_pos hw hw1 hB
  have hV := matched_mass_variance hw hw1 hB hc hm hM h
  have hterm : ∀ i ∈ Finset.univ, 0 ≤ w i * (1 / B i - 1 / effectiveField w B) ^ 2 :=
    fun i _ => mul_nonneg (hw i).le (sq_nonneg _)
  have hsum := Finset.sum_nonneg hterm
  refine ⟨?_, ?_, ?_⟩
  · have hpos := mul_nonneg (sq_nonneg m) (mul_nonneg (sq_nonneg (effectiveField w B)) hsum)
    by_contra hlt
    nlinarith [mul_pos (sub_pos.mpr (not_le.mp hlt)) (add_pos hm hM)]
  · -- no bias forces zero variance, so every field is the effective field
    intro hMm
    rw [hMm] at hV
    have h0 : (m ^ 2 * effectiveField w B ^ 2) *
        ∑ i, w i * (1 / B i - 1 / effectiveField w B) ^ 2 = 0 := by linear_combination -hV
    have hz := (mul_eq_zero.mp h0).resolve_left (by positivity)
    have hall : ∀ i, B i = effectiveField w B := by
      intro i
      have hi := (Finset.sum_eq_zero_iff_of_nonneg hterm).mp hz i (Finset.mem_univ i)
      have hd := pow_eq_zero_iff two_ne_zero |>.mp ((mul_eq_zero.mp hi).resolve_left (hw i).ne')
      rw [one_div, one_div] at hd
      exact inv_injective (sub_eq_zero.mp hd)
    intro i j
    rw [hall i, hall j]
  · intro hall
    have hz : ∑ i, w i * (1 / B i - 1 / effectiveField w B) ^ 2 = 0 := by
      refine Finset.sum_eq_zero fun i _ => ?_
      have hk : 1 / effectiveField w B = 1 / B i := by
        rw [effectiveField, one_div, inv_inv, ← hw1, Finset.sum_div]
        exact Finset.sum_congr rfl fun j _ => by rw [hall j i]
      rw [hk, sub_self]
      ring
    rw [hz, mul_zero, add_zero, mul_one] at hV
    nlinarith [mul_self_nonneg (M - m), mul_pos hM hm,
      (mul_eq_zero.mp (show (M - m) * (M + m) = 0 by linear_combination hV)).resolve_right
        (add_pos hM hm).ne']

/-- For two equally weighted positive fields and positive `c`, `m`, `M`, a curvature-matched mass
satisfies `M ^ 2 = m ^ 2 (1 + ((B₁ - B₂) / (B₁ + B₂)) ^ 2)`. -/
theorem two_field_bias {B₁ B₂ c m M : ℝ} (h₁ : 0 < B₁) (h₂ : 0 < B₂) (hc : 0 < c)
    (hm : 0 < m) (hM : 0 < M)
    (h : CurvatureMatched ![1 / 2, 1 / 2] ![B₁, B₂] c m M) :
    M ^ 2 = m ^ 2 * (1 + ((B₁ - B₂) / (B₁ + B₂)) ^ 2) := by
  have hw : ∀ i, 0 < (![1 / 2, 1 / 2] : Fin 2 → ℝ) i :=
    Fin.forall_fin_two.mpr ⟨by norm_num, by norm_num⟩
  have hB : ∀ i, 0 < (![B₁, B₂] : Fin 2 → ℝ) i := Fin.forall_fin_two.mpr ⟨h₁, h₂⟩
  have hw1 : ∑ i, (![1 / 2, 1 / 2] : Fin 2 → ℝ) i = 1 := by
    norm_num [Fin.sum_univ_two]
  have hs : B₁ + B₂ ≠ 0 := (add_pos h₁ h₂).ne'
  have e : 1 / 2 / B₁ + 1 / 2 / B₂ = (B₁ + B₂) / (2 * B₁ * B₂) := by
    rw [div_add_div _ _ h₁.ne' h₂.ne', div_eq_div_iff (by positivity) (by positivity)]
    ring
  rw [(curvatureMatched_iff hw hw1 hB hc hm hM).mp h]
  simp only [effectiveField, Fin.sum_univ_two, Matrix.cons_val_zero, Matrix.cons_val_one]
  rw [e, inv_div]
  field_simp
  ring

end

end QuantumOscillationWindowBias
```

```lean
#print axioms QuantumOscillationWindowBias.matched_mass_variance
-- 'QuantumOscillationWindowBias.matched_mass_variance' depends on axioms: [propext, Classical.choice, Quot.sound]
#print axioms QuantumOscillationWindowBias.window_mass_bias
-- 'QuantumOscillationWindowBias.window_mass_bias' depends on axioms: [propext, Classical.choice, Quot.sound]
#print axioms QuantumOscillationWindowBias.two_field_bias
-- 'QuantumOscillationWindowBias.two_field_bias' depends on axioms: [propext, Classical.choice, Quot.sound]
```

## The window, the fit and the bias

The finite type `ι` labels the fields $B_i$, and `w` gives their weights $w_i$. The number `m` is the true mass $m$, `M` is the fitted mass $M$, and `c` is a positive constant $c$ that fixes the units. The definitions `thermalFactor`, `windowAmplitude` and `effectiveField` are, in order,

$$R(X)=\frac{X}{\sinh X},\qquad A(T)=\sum_i w_i\,R\!\left(\frac{cmT}{B_i}\right),\qquad \frac1{B_{\rm eff}}=\sum_i\frac{w_i}{B_i}.$$

Thus $B_{\rm eff}$ is a weighted harmonic mean, not the midpoint of the window. The predicate `CurvatureMatched` says that

$$\frac{A(T)-R(cMT/B_{\rm eff})}{T^2}\to0\qquad(T\to0^+).$$

It compares two amplitude curves and contains no formula for $M$. "Curvature" here means the limit of $(1-A(T))/T^2$, which is the coefficient of the quadratic drop and not the second derivative. The filter `𝓝[>] 0` restricts the limit to positive temperatures, so Lean's value $0/0=0$ for $R(0)$ plays no part.

For positive fields, masses and $c$, and positive weights summing to one, `window_mass_bias` states that every curvature-matched $M>0$ satisfies $M\ge m$, with $M=m$ exactly when all fields are equal. The size of the bias is given by `matched_mass_variance`:

$$M^2=m^2\left[1+B_{\rm eff}^2\sum_i w_i\left(\frac1{B_i}-\frac1{B_{\rm eff}}\right)^2\right].$$

A window with a single field is allowed and has no bias.

## Thermal damping in a real field window

$R$ is the thermal factor of the Lifshitz–Kosevich description of quantum oscillations. It expresses the damping caused by the thermal smearing of the Fermi edge, and its argument $X$ is proportional to the ratio of $k_BT$ to the Landau-level spacing. For the fundamental harmonic, $c=2\pi^2k_B/(\hbar e)$ in SI units, where $k_B$ is Boltzmann's constant, $\hbar$ the reduced Planck constant and $e$ the elementary charge. The theorems use only $c>0$.

The weights can represent the relative contributions of the fields to the oscillation amplitude before thermal damping, with damping by disorder included, provided that these contributions do not depend on temperature. Their sum is one, so $A(T)\to1$ as $T\to0^+$. The step left to the experiment is the identification of the measured amplitude, normalised to its zero-temperature limit, with this positive weighted average. A Fourier amplitude also carries phases, which can interfere.

The model has finitely many fields and one mass independent of field and temperature. Its matching condition concerns the limit $T\to0^+$, whereas a least-squares fit over a finite temperature range is a different criterion. Within these restrictions, the result bears on comparisons between oscillation masses and band-structure masses: part of an apparent mass enhancement can come from the averaging. The sign of the bias relies on using the amplitude's own weights in $B_{\rm eff}$. If the unweighted mean of $1/B$ is used while high fields dominate the amplitude, the matched mass can be too small. For fields of 10 T and 15 T with amplitude weights 0.1 and 0.9, the unweighted mean gives 12 T and a matched mass of about $0.85\,m$.

## From the cubic term of sinh to the matched mass

Near zero, $\sinh X=X+X^3/6+O(X^4)$. The lemma `sinh_cubic_bound` gives this with an explicit error of at most $X^4$ for $0<X\le1$, by combining Taylor bounds for $e^X$ and $e^{-X}$. Hence $(\sinh X-X)/X^3$ differs from $1/6$ by at most $X$, and a squeeze gives its limit. It also follows that $\sinh X/X\to1$. Dividing the two limits yields `thermalFactor_curvature`:

$$\frac{1-R(X)}{X^2}=\frac{(\sinh X-X)/X^3}{\sinh X/X}\to\frac16.$$

For $k>0$, set $X=kT$. Then

$$\frac{1-R(kT)}{T^2}=k^2\,\frac{1-R(kT)}{(kT)^2}\to\frac{k^2}{6},$$

which is `single_field_curvature`. Since $\sum_iw_i=1$, the difference $1-A(T)$ is the weighted sum of the single-field differences. Taking $k=cm/B_i$ in each term and adding the finitely many limits gives `window_curvature`:

$$\frac{1-A(T)}{T^2}\to\frac{(cm)^2}{6}S,\qquad S=\sum_i\frac{w_i}{B_i^2}.$$

The fitted curve has $k=cM/B_{\rm eff}$, where `effectiveField_pos` supplies $B_{\rm eff}>0$. Subtracting the two curvatures gives

$$\frac{A(T)-R(cMT/B_{\rm eff})}{T^2}\to\frac{c^2}{6}\left(\frac{M^2}{B_{\rm eff}^2}-m^2S\right).$$

A limit is unique, so matching forces the right-hand side to vanish. Conversely, if it vanishes, the curves match. This is `curvatureMatched_iff`:

$$M^2=m^2B_{\rm eff}^2S.$$

In the Lean proof, `r` stands for $M/B_{\rm eff}$, and `hlim` is the limit of the difference. The right-hand side of the criterion is positive, so exactly one positive $M$ satisfies it.

## Spread in inverse field as excess mass

Write $q=1/B_{\rm eff}$, which the Lean proof calls `k`. Expanding the square and using $\sum_iw_i/B_i=q$ and $\sum_iw_i=1$,

$$\sum_iw_i\left(\frac1{B_i}-q\right)^2=S-2q^2+q^2=S-q^2.$$

This is `hV` in `matched_mass_variance`. Call the variance on the left $V$. Then $B_{\rm eff}^2S=1+B_{\rm eff}^2V$, which gives the stated mass formula.

Since $V\ge0$, we have $M^2\ge m^2$, and positivity of both masses gives $M\ge m$. If $M=m$, then $V=0$. A sum of nonnegative terms vanishes only if each term does, and $w_i>0$ then forces $B_i=B_{\rm eff}$ for every $i$. In the other direction, equal fields have $B_{\rm eff}$ as their common value, so $V=0$ and $M^2=m^2$, hence $M=m$. The proof of `window_mass_bias` follows these same steps.

## Two fields, 10 T and 15 T

For two equally weighted fields $B_1$ and $B_2$,

$$B_{\rm eff}=\frac{2B_1B_2}{B_1+B_2},\qquad S=\frac{B_1^2+B_2^2}{2B_1^2B_2^2},$$

and therefore

$$B_{\rm eff}^2S=\frac{2(B_1^2+B_2^2)}{(B_1+B_2)^2}=1+\left(\frac{B_1-B_2}{B_1+B_2}\right)^2.$$

The theorem `two_field_bias` inserts this into the matching criterion, with `field_simp` and `ring` doing the algebra.

With $B_1=10$ T and $B_2=15$ T, the effective field is $300/25=12$ T. The relative variance is $(5/25)^2=0.04$, so $M=m\sqrt{1.04}\approx1.020\,m$. The matched mass is about 2% too large.
